# One damped step and one joint Anderson average cannot solve two unconverged, noninteracting linear fragments with different slopes

Two molecules sit so far apart that neither feels the other, and I treat them in a single self-consistent calculation. Near the solution, each is described by one number with a linear residual. If I run either molecule alone, a damped step followed by an Anderson average of the two iterates lands exactly on its solution. If I run both together, and neither has converged and their residuals have different slopes, the same recipe leaves an error in each. With initial residuals 1 and 1 and response slopes 1 and 2, the squared residual drops from 2 to 1/5, not to 0. Nothing in the physics couples the molecules, so where does this error come from, and how large is it in general?

## A single weight shared by two slopes

The coupling comes from the averaging weight. Unconverged fragments with different slopes need different weights, and the joint average has only one to give.

Let fragment $i$ have current value $x_i$, solution $p_i$ and residual
$$r_i = s_i(p_i - x_i).$$
The slope $s_i$ says how strongly the residual responds to an error in the variable. For a self-consistency map $F$ with residual $F(x)-x$, linearised at its fixed point, it is $1-F'(p_i)$.

A damped step with parameter $\beta \neq 0$ gives $y_i = x_i + \beta r_i$, whose residual is
$$s_i(p_i - x_i - \beta r_i) = (1-\beta s_i)\,r_i .$$
The average $(1-\theta)x_i + \theta y_i$ then has residual
$$(1-\theta)r_i + \theta(1-\beta s_i)r_i = (1-\theta\beta s_i)\,r_i .$$

For one fragment with $s_i \neq 0$ and $r_i \neq 0$, least squares picks $\theta = 1/(\beta s_i)$, and the residual is zero. For several fragments, the joint average minimises
$$N(\theta) = \sum_i (1-\theta\beta s_i)^2 r_i^2 = S_0 - 2\theta\beta S_1 + (\theta\beta)^2 S_2, \qquad S_k = \sum_i s_i^k r_i^2 .$$
Setting the derivative to zero gives $\theta\beta S_2 = S_1$. Write $N$ for the value at this minimum. Inserting the condition gives
$$S_2 N = S_0 S_2 - S_1^2 .$$
Expanding the square in the following double sum yields Lagrange's identity,
$$\sum_{i,j} r_i^2 r_j^2 (s_i - s_j)^2 = S_2S_0 + S_0S_2 - 2S_1^2 = 2\,(S_0S_2 - S_1^2),$$
and therefore
$$2\,S_2\,N = \sum_{i,j} r_i^2 r_j^2 (s_i-s_j)^2 .$$

For two fragments with residuals $a, b$ and slopes $s, t$, the double sum contains the same term twice, so
$$N = \frac{a^2b^2(s-t)^2}{s^2a^2+t^2b^2}.$$
This is the 1/5 of the opening example, with $a=b=s=1$ and $t=2$. With $a$ and $b$ nonzero it vanishes only for $s=t$. The damping parameter has dropped out, because the weight adjusts to keep $\theta\beta$ fixed.

## What the Lean theorems say

In the file below, `ι` is the set of fragments, and `s`, `p`, `x` are real-valued functions on it. The definitions `residual`, `dampedStep` and `average` are the formulas above, with `θ` the weight on the second iterate. `sqNorm` is the plain sum of squares over fragments. The noninteracting assumption is built into `residual`, whose component `i` depends only on `s i`, `p i` and `x i`.

`IsAndersonWeight r₀ r₁ θ` says that no other real weight gives a smaller squared norm of the averaged residual. The weight may be negative or exceed one. The residual is evaluated at the averaged iterate itself, before any further damped step that an implementation might add.

`joint_residual` is the identity for $2S_2N$, for any finite set of fragments. `joint_exact_iff` says that, when all initial residuals are nonzero, the joint average is exact if and only if all slopes agree.

`two_fragments` takes `ι` to be `Fin 2`, so the fragments are numbered 0 and 1, with slopes `![s, t]` and initial residuals `![a, b]`. It has three conclusions:

- The joint average leaves the squared residual given by the quotient above.
- That squared residual is zero if and only if `s = t`.
- For each fragment `i`, any weight `η` that is optimal for this fragment alone makes its residual zero. "Alone" is expressed by the same minimisation over the one-element type `Unit`.

Slopes of either sign are allowed. The hypotheses that `s` and `t` are nonzero in fact follow from the nonzero residuals, since a fragment with zero slope always has zero residual. The optimal weight enters as a hypothesis, and `existsUnique_weight` supplies exactly one whenever the two residual vectors differ, as they do here.

The condition `β ≠ 0` is needed. Take $s=t=1$, $p=(1,1)$, $x=(0,0)$ and $\beta=0$. The step goes nowhere, every weight is optimal, and the average is still $x$. The squared residual is then 2, while the formula gives 0, and the separate averages do not solve their fragments either.

```lean
import Mathlib

open Finset

namespace AndersonSeparability

noncomputable section

variable {ι : Type*}

/-- Residuals of noninteracting fragments with response slopes `s i`, solutions `p i` and
current values `x i`. -/
def residual (s p x : ι → ℝ) : ι → ℝ := fun i => s i * (p i - x i)

/-- One damped step: every fragment moves by `β` times its own residual. -/
def dampedStep (β : ℝ) (s p x : ι → ℝ) : ι → ℝ := fun i => x i + β * residual s p x i

/-- The average of two iterates (or of two residuals) with weight `θ` on the second. -/
def average (θ : ℝ) (x y : ι → ℝ) : ι → ℝ := fun i => (1 - θ) * x i + θ * y i

/-- The residual of an average is the average of the residuals. -/
theorem residual_average (s p x y : ι → ℝ) (θ : ℝ) :
    residual s p (average θ x y) = average θ (residual s p x) (residual s p y) := by
  funext i
  simp only [residual, average]
  ring

/-- A damped step multiplies the residual of fragment `i` by `1 - β s i`. -/
theorem residual_dampedStep (β : ℝ) (s p x : ι → ℝ) (i : ι) :
    residual s p (dampedStep β s p x) i = (1 - β * s i) * residual s p x i := by
  simp only [residual, dampedStep]
  ring

variable [Fintype ι]

/-- The squared residual, summed over all fragments. -/
def sqNorm (r : ι → ℝ) : ℝ := ∑ i, r i ^ 2

/-- `θ` is a depth-one Anderson weight for the residuals `r₀`, `r₁` if it minimises the
squared norm of the averaged residual. -/
def IsAndersonWeight (r₀ r₁ : ι → ℝ) (θ : ℝ) : Prop :=
  ∀ η : ℝ, sqNorm (average θ r₀ r₁) ≤ sqNorm (average η r₀ r₁)

/-- The squared norm of the averaged residual is a quadratic polynomial in the weight. -/
theorem sqNorm_average (r₀ r₁ : ι → ℝ) (θ : ℝ) :
    sqNorm (average θ r₀ r₁) = ∑ i, r₀ i ^ 2 - 2 * θ * ∑ i, r₀ i * (r₀ i - r₁ i)
      + θ ^ 2 * ∑ i, (r₀ i - r₁ i) ^ 2 := by
  simp only [sqNorm, average, mul_sum, ← sum_sub_distrib, ← sum_add_distrib]
  exact sum_congr rfl fun i _ => by ring

/-- The Anderson weights are exactly the solutions of the least-squares normal equation. -/
theorem isAndersonWeight_iff (r₀ r₁ : ι → ℝ) (θ : ℝ) :
    IsAndersonWeight r₀ r₁ θ ↔
      θ * ∑ i, (r₀ i - r₁ i) ^ 2 = ∑ i, r₀ i * (r₀ i - r₁ i) := by
  have hD : 0 ≤ ∑ i, (r₀ i - r₁ i) ^ 2 := sum_nonneg fun i _ => sq_nonneg _
  simp only [IsAndersonWeight, sqNorm_average]
  generalize ∑ i, (r₀ i - r₁ i) ^ 2 = D at hD ⊢
  generalize ∑ i, r₀ i * (r₀ i - r₁ i) = B
  generalize ∑ i, r₀ i ^ 2 = A
  constructor
  · intro h
    by_contra hne
    have hg : θ * D - B ≠ 0 := sub_ne_zero.mpr hne
    -- a short step down the gradient would lower the squared norm
    obtain ⟨e, he0, he⟩ : ∃ e : ℝ, 0 < e ∧ e * (D + 1) = 1 :=
      ⟨(D + 1)⁻¹, by positivity, inv_mul_cancel₀ (by positivity)⟩
    have h1 := h (θ - e * (θ * D - B))
    have h2 : (A - 2 * (θ - e * (θ * D - B)) * B + (θ - e * (θ * D - B)) ^ 2 * D)
        - (A - 2 * θ * B + θ ^ 2 * D) = -(e * (1 + e) * (θ * D - B) ^ 2) := by
      linear_combination (e * (θ * D - B) ^ 2) * he
    have h3 : 0 < (θ * D - B) ^ 2 :=
      lt_of_le_of_ne (sq_nonneg _) (Ne.symm (pow_ne_zero 2 hg))
    have h4 : 0 < e * (1 + e) * (θ * D - B) ^ 2 := mul_pos (by positivity) h3
    linarith
  · intro h η
    subst h
    nlinarith [mul_nonneg hD (sq_nonneg (η - θ))]

/-- Two different residuals have exactly one Anderson weight. -/
theorem existsUnique_weight (r₀ r₁ : ι → ℝ) (h : r₀ ≠ r₁) :
    ∃! θ, IsAndersonWeight r₀ r₁ θ := by
  obtain ⟨i, hi⟩ := Function.ne_iff.mp h
  have hD : 0 < ∑ i, (r₀ i - r₁ i) ^ 2 :=
    sum_pos' (fun j _ => sq_nonneg _) ⟨i, mem_univ i,
      lt_of_le_of_ne (sq_nonneg _) (Ne.symm (pow_ne_zero 2 (sub_ne_zero.mpr hi)))⟩
  exact ⟨(∑ i, r₀ i * (r₀ i - r₁ i)) / ∑ i, (r₀ i - r₁ i) ^ 2,
    (isAndersonWeight_iff _ _ _).mpr (div_mul_cancel₀ _ hD.ne'),
    fun η hη => (eq_div_iff hD.ne').mpr ((isAndersonWeight_iff _ _ _).mp hη)⟩

/-- For `β ≠ 0`, the squared residual left by the joint Anderson average, multiplied by twice the
sum of the squares of slope times initial residual, equals the double sum over `i`, `j` of the
squares of the two initial residuals times the slope difference `s i - s j`. -/
theorem joint_residual {β θ : ℝ} {s p x : ι → ℝ} (hβ : β ≠ 0)
    (hθ : IsAndersonWeight (residual s p x) (residual s p (dampedStep β s p x)) θ) :
    2 * (∑ i, (s i * residual s p x i) ^ 2)
        * sqNorm (residual s p (average θ x (dampedStep β s p x)))
      = ∑ i, ∑ j, (residual s p x i * residual s p x j * (s i - s j)) ^ 2 := by
  have hw := (isAndersonWeight_iff _ _ _).mp hθ
  rw [residual_average, sqNorm_average]
  have hB : ∑ i, residual s p x i * (residual s p x i - residual s p (dampedStep β s p x) i)
      = β * ∑ i, s i * residual s p x i ^ 2 := by
    rw [mul_sum]
    exact sum_congr rfl fun i _ => by rw [residual_dampedStep]; ring
  have hD : ∑ i, (residual s p x i - residual s p (dampedStep β s p x) i) ^ 2
      = β ^ 2 * ∑ i, (s i * residual s p x i) ^ 2 := by
    rw [mul_sum]
    exact sum_congr rfl fun i _ => by rw [residual_dampedStep]; ring
  rw [hB, hD] at hw ⊢
  generalize residual s p x = r at hw ⊢
  -- Lagrange's identity for the double sum
  have hL : ∑ i, ∑ j, (r i * r j * (s i - s j)) ^ 2
      = 2 * ((∑ i, (s i * r i) ^ 2) * ∑ i, r i ^ 2 - (∑ i, s i * r i ^ 2) ^ 2) := by
    have h : ∀ i j, (r i * r j * (s i - s j)) ^ 2 = (s i * r i) ^ 2 * r j ^ 2
        + r i ^ 2 * (s j * r j) ^ 2 - 2 * (s i * r i ^ 2) * (s j * r j ^ 2) :=
      fun i j => by ring
    simp only [h, sum_add_distrib, sum_sub_distrib, ← mul_sum, ← sum_mul]
    ring
  have hw' : θ * β * ∑ i, (s i * r i) ^ 2 = ∑ i, s i * r i ^ 2 :=
    mul_left_cancel₀ hβ (by linear_combination hw)
  rw [hL, ← hw']
  ring

/-- If all initial residuals and at least one slope are nonzero, the joint average after a
nonzero damped step is exact if and only if all fragments have the same slope. -/
theorem joint_exact_iff {β θ : ℝ} {s p x : ι → ℝ} (hβ : β ≠ 0)
    (hr : ∀ i, residual s p x i ≠ 0) (k : ι) (hk : s k ≠ 0)
    (hθ : IsAndersonWeight (residual s p x) (residual s p (dampedStep β s p x)) θ) :
    residual s p (average θ x (dampedStep β s p x)) = 0 ↔ ∀ i j, s i = s j := by
  have key := joint_residual hβ hθ
  have hS : 0 < ∑ i, (s i * residual s p x i) ^ 2 :=
    sum_pos' (fun j _ => sq_nonneg _) ⟨k, mem_univ k,
      lt_of_le_of_ne (sq_nonneg _) (Ne.symm (pow_ne_zero 2 (mul_ne_zero hk (hr k))))⟩
  constructor
  · intro h i j
    have hz : ∑ i, ∑ j, (residual s p x i * residual s p x j * (s i - s j)) ^ 2 = 0 := by
      rw [← key, h]
      simp [sqNorm]
    have h1 := (sum_eq_zero_iff_of_nonneg
      (fun i _ => sum_nonneg fun j _ => sq_nonneg _)).mp hz i (mem_univ i)
    have h2 := (sum_eq_zero_iff_of_nonneg (fun j _ => sq_nonneg _)).mp h1 j (mem_univ j)
    have h3 := (pow_eq_zero_iff two_ne_zero).mp h2
    exact sub_eq_zero.mp ((mul_eq_zero.mp h3).resolve_left (mul_ne_zero (hr i) (hr j)))
  · intro h
    have hz : ∑ i, ∑ j, (residual s p x i * residual s p x j * (s i - s j)) ^ 2 = 0 :=
      sum_eq_zero fun i _ => sum_eq_zero fun j _ => by rw [h i j]; ring
    rw [hz] at key
    have hn := (mul_eq_zero.mp key).resolve_left (mul_ne_zero two_ne_zero hS.ne')
    unfold sqNorm at hn
    funext i
    have h1 := (sum_eq_zero_iff_of_nonneg (fun j _ => sq_nonneg _)).mp hn i (mem_univ i)
    exact (pow_eq_zero_iff two_ne_zero).mp h1

omit [Fintype ι] in
/-- If `β ≠ 0` and fragment `i` has a nonzero slope, then averaging with an Anderson weight chosen
for this fragment alone makes its residual zero. -/
theorem separate_exact {β θ : ℝ} {s p x : ι → ℝ} {i : ι} (hβ : β ≠ 0) (hs : s i ≠ 0)
    (hθ : IsAndersonWeight (fun _ : Unit => residual s p x i)
      (fun _ : Unit => residual s p (dampedStep β s p x) i) θ) :
    residual s p (average θ x (dampedStep β s p x)) i = 0 := by
  have hw := (isAndersonWeight_iff _ _ _).mp hθ
  simp only [univ_unique, sum_singleton, residual_dampedStep] at hw
  have e : residual s p (average θ x (dampedStep β s p x)) i
      = (1 - θ * β * s i) * residual s p x i := by
    rw [residual_average]
    simp only [average, residual_dampedStep]
    ring
  rw [e]
  by_cases hr : residual s p x i = 0
  · rw [hr, mul_zero]
  · refine (mul_eq_zero.mp ?_).resolve_left (mul_ne_zero (mul_ne_zero hβ hs) hr)
    linear_combination -hw

/-- Two fragments with nonzero residuals `a`, `b` and nonzero slopes `s`, `t`, after a nonzero
damped step: the joint Anderson average leaves the stated squared residual, which vanishes only
for `s = t`, whereas separate averages solve each fragment exactly. -/
theorem two_fragments {β θ s t a b : ℝ} {p x : Fin 2 → ℝ} (hβ : β ≠ 0)
    (hs : s ≠ 0) (ht : t ≠ 0) (ha : a ≠ 0) (hb : b ≠ 0)
    (hr : residual ![s, t] p x = ![a, b])
    (hθ : IsAndersonWeight (residual ![s, t] p x)
      (residual ![s, t] p (dampedStep β ![s, t] p x)) θ) :
    sqNorm (residual ![s, t] p (average θ x (dampedStep β ![s, t] p x)))
        = a ^ 2 * b ^ 2 * (s - t) ^ 2 / (s ^ 2 * a ^ 2 + t ^ 2 * b ^ 2) ∧
    (sqNorm (residual ![s, t] p (average θ x (dampedStep β ![s, t] p x))) = 0 ↔ s = t) ∧
    ∀ i η, IsAndersonWeight (fun _ : Unit => residual ![s, t] p x i)
        (fun _ : Unit => residual ![s, t] p (dampedStep β ![s, t] p x) i) η →
      residual ![s, t] p (average η x (dampedStep β ![s, t] p x)) i = 0 := by
  have hden : 0 < s ^ 2 * a ^ 2 + t ^ 2 * b ^ 2 := by positivity
  have hform : sqNorm (residual ![s, t] p (average θ x (dampedStep β ![s, t] p x)))
      = a ^ 2 * b ^ 2 * (s - t) ^ 2 / (s ^ 2 * a ^ 2 + t ^ 2 * b ^ 2) := by
    have key := joint_residual hβ hθ
    rw [hr] at key
    rw [eq_div_iff hden.ne']
    generalize sqNorm (residual ![s, t] p (average θ x (dampedStep β ![s, t] p x))) = N
      at key ⊢
    simp only [Fin.sum_univ_two, Matrix.cons_val_zero, Matrix.cons_val_one] at key
    linear_combination key / 2
  refine ⟨hform, ?_, fun i η hη => separate_exact hβ ?_ hη⟩
  · rw [hform]
    constructor
    · intro h
      have h1 := (div_eq_zero_iff.mp h).resolve_right hden.ne'
      have h2 := (mul_eq_zero.mp h1).resolve_left
        (mul_ne_zero (pow_ne_zero 2 ha) (pow_ne_zero 2 hb))
      exact sub_eq_zero.mp ((pow_eq_zero_iff two_ne_zero).mp h2)
    · intro h
      rw [h, sub_self]
      simp
  · fin_cases i
    · exact hs
    · exact ht

end

end AndersonSeparability
```

```lean
#print axioms AndersonSeparability.existsUnique_weight
-- 'AndersonSeparability.existsUnique_weight' depends on axioms: [propext, Classical.choice, Quot.sound]
#print axioms AndersonSeparability.joint_exact_iff
-- 'AndersonSeparability.joint_exact_iff' depends on axioms: [propext, Classical.choice, Quot.sound]
#print axioms AndersonSeparability.two_fragments
-- 'AndersonSeparability.two_fragments' depends on axioms: [propext, Classical.choice, Quot.sound]
```

## From the normal equation to the two-fragment formula

`residual_average` and `residual_dampedStep` are the two linear calculations at the start, both settled by `ring`. `sqNorm_average` expands the squared norm as a quadratic in the weight, for arbitrary residuals `r₀` and `r₁`.

`isAndersonWeight_iff` replaces the derivative argument. Write the quadratic as $A - 2\theta B + \theta^2 D$ with $D \ge 0$. If $\theta D \neq B$, the proof moves the weight by $-e(\theta D - B)$ with $e = 1/(D+1)$. This lowers the quadratic by $e(1+e)(\theta D-B)^2 > 0$, so $\theta$ was not a minimiser. Conversely, if $\theta D = B$, any other weight $\eta$ raises the value by $D(\eta-\theta)^2 \ge 0$, which `nlinarith` uses. For two different residuals $D$ is positive, and `existsUnique_weight` obtains the single solution $B/D$.

In `joint_residual`, the steps `hB` and `hD` insert the damped step, turning $B$ into $\beta S_1$ and $D$ into $\beta^2 S_2$. Cancelling one factor of $\beta$ gives `hw'`, the condition $\theta\beta S_2 = S_1$. The step `hL` is Lagrange's identity, and `ring` combines the two.

`joint_exact_iff` reads this identity in both directions. If the averaged residual is zero, the double sum of squares is zero, so each term is zero, and nonzero residuals force $s_i = s_j$. If all slopes agree, the double sum is zero. Since $S_2 > 0$, it follows that $N = 0$, so every component of the residual is zero.

`separate_exact` uses the normal equation for one fragment, which rearranges to
$$\beta s_i r_i \cdot (1-\theta\beta s_i)\,r_i = 0 .$$
Either $r_i = 0$ and the fragment was already solved, or the first factor is nonzero and the second, which is the averaged residual, must vanish.

Finally, `two_fragments` writes out the double sum over `Fin 2`, halves the identity in `linear_combination key / 2`, and divides by the positive denominator. The equality case follows from the quotient, and the third conclusion from `separate_exact`.

For simulation practice, this means that in a linear model with one variable per fragment, mixing a whole system with one shared Anderson weight can make the iterates of noninteracting parts depend on each other. The solution $p$ itself is unaffected; only the path towards it changes.
